# Monotone Newton convergence to an electronic level in a finite Dirac model with one large amplitude

**Q:** An electronic level of a Dirac atom has negative-energy states below it, so plain minimisation of the energy can collapse into them. Eliminating the small component leads to an energy-dependent equation instead. How much of the two components does your model of that equation keep?

**A:** One fixed large-component function and finitely many small ones, all orthonormal, with the small functions chosen to diagonalise their own block. With potential energy $V$ and rest energy $mc^2$, $A$ is the mean of $V+mc^2$ in the large function, the small-component levels $d_i$ are the eigenvalues of the block of $V-mc^2$, and $b_i$ are the complex couplings that come from $c\,\boldsymbol\sigma\cdot\mathbf p$. The kinetic energy enters only through the $b_i$. The electronic level is sought above all $d_i$. For amplitudes $x$ and $y_i$ at energy $E$,

$$Ax+\sum_i \bar b_i y_i=Ex,\qquad b_i x+d_i y_i=E y_i .$$

For $E$ above every $d_i$, the second equation gives $y_i=b_i x/(E-d_i)$. Inserting this in the first gives $f(E)\,x=0$, where

$$f(E)=A+\sum_i\frac{w_i}{E-d_i}-E,\qquad w_i=|b_i|^2 .$$

The $w_i$ are called weights, but they are squared energies, not probabilities. In Lean, `ι` is the finite index set, all parameters of $f$ are real, and $f$ is `secular`.

```lean
import Mathlib

open Filter Topology ComplexConjugate

namespace SmallComponentElimination

noncomputable section

variable {ι : Type*} [Fintype ι] {A : ℝ} {w d : ι → ℝ} {E F E₀ r : ℝ}

/-- The secular function `A + ∑ wᵢ / (E - dᵢ) - E` left after elimination of the small
component, for energies `E` different from every `dᵢ`. -/
def secular (A : ℝ) (w d : ι → ℝ) (E : ℝ) : ℝ := A + ∑ i, w i / (E - d i) - E
```

**Q:** And the next definition, `steepness`?

**A:** It is $N(E)=1+\sum_i w_i/(E-d_i)^2$, which will turn out to be $-f'(E)$. It is also the squared norm of the unnormalised vector with $x=1$ and $y_i=b_i/(E-d_i)$. At a root, the normalised state therefore has large-component probability $1/N$.

```lean
/-- The quantity `1 + ∑ wᵢ / (E - dᵢ)²`, for energies `E` different from every `dᵢ`. -/
def steepness (w d : ι → ℝ) (E : ℝ) : ℝ := 1 + ∑ i, w i / (E - d i) ^ 2
```

The Newton step uses the actual derivative of $f$, so the algorithm is the usual one.

```lean
/-- One Newton step `E - f(E) / f'(E)` for the secular function `f`, for energies `E` different
from every `dᵢ` at which `f'(E)` is not zero. -/
def newtonStep (A : ℝ) (w d : ι → ℝ) (E : ℝ) : ℝ :=
  E - secular A w d E / deriv (secular A w d) E
```

**Q:** A root of $f$ could still be an artefact of the elimination.

**A:** The next theorem excludes that for $E$ above all $d_i$: $f(E)=0$ exactly when the coupled equations have a nonzero solution. Given a root, the proof sets $x=1$ and rebuilds $y_i$. Conversely, $x=0$ would force every $y_i=0$, so a nonzero solution has $x\ne0$, and $f(E)\,x=0$ gives $f(E)=0$.

```lean
/-- For `E` above all small-component levels `dᵢ`, the secular function with weights `|bᵢ|²`
vanishes at `E` exactly when the coupled equations for the large amplitude `x` and the small
amplitudes `yᵢ` have a nonzero solution at energy `E`. -/
theorem secular_eq_zero_iff (b : ι → ℂ) (hE : ∀ i, d i < E) :
    secular A (fun i => ‖b i‖ ^ 2) d E = 0 ↔
      ∃ (x : ℂ) (y : ι → ℂ), (x ≠ 0 ∨ y ≠ 0) ∧
        (A : ℂ) * x + ∑ i, conj (b i) * y i = E * x ∧
        ∀ i, b i * x + d i * y i = E * y i := by
  have hne : ∀ i, (E : ℂ) - d i ≠ 0 := fun i => by
    rw [← Complex.ofReal_sub]
    exact Complex.ofReal_ne_zero.2 (sub_pos.2 (hE i)).ne'
  have hS : ∀ x : ℂ, ∑ i, conj (b i) * (b i * x / ((E : ℂ) - d i)) =
      ((∑ i, ‖b i‖ ^ 2 / (E - d i) : ℝ) : ℂ) * x := by
    intro x
    rw [Complex.ofReal_sum, Finset.sum_mul]
    refine Finset.sum_congr rfl fun i _ => ?_
    push_cast
    rw [← Complex.conj_mul']
    ring
  constructor
  · intro hf
    have h' : A + ∑ i, ‖b i‖ ^ 2 / (E - d i) - E = 0 := hf
    have hsum : ∑ i, ‖b i‖ ^ 2 / (E - d i) = E - A := by linarith
    -- rebuild the small component from a large amplitude equal to one
    refine ⟨1, fun i => b i * 1 / ((E : ℂ) - d i), Or.inl one_ne_zero, ?_, fun i => ?_⟩
    · rw [hS 1, hsum, Complex.ofReal_sub]
      ring
    · have h := div_mul_cancel₀ (b i * 1) (hne i)
      linear_combination -h
  · rintro ⟨x, y, hxy, h1, h2⟩
    -- eliminate the small component
    have hy : ∀ i, y i = b i * x / ((E : ℂ) - d i) := fun i =>
      (eq_div_iff (hne i)).2 (by linear_combination -(h2 i))
    have hx : x ≠ 0 := by
      intro h0
      rcases hxy with h | h
      · exact h h0
      · exact h (funext fun i => by simp [hy i, h0])
    simp_rw [hy] at h1
    rw [hS x] at h1
    have h4 : ((A + ∑ i, ‖b i‖ ^ 2 / (E - d i) - E : ℝ) : ℂ) * x = 0 := by
      rw [Complex.ofReal_sub, Complex.ofReal_add]
      linear_combination h1
    have h5 := Complex.ofReal_eq_zero.1 ((mul_eq_zero.1 h4).resolve_right hx)
    exact h5
```

**Q:** What shape does $f$ have?

**A:** Differentiating term by term gives $f'(E)=-N(E)$.

```lean
/-- Above all levels `dᵢ` the slope of the secular function is `-(1 + ∑ wᵢ / (E - dᵢ)²)`. -/
theorem hasDerivAt_secular (hE : ∀ i, d i < E) :
    HasDerivAt (secular A w d) (-steepness w d E) E := by
  have h : ∀ i ∈ Finset.univ,
      HasDerivAt (fun x => w i / (x - d i)) (-(w i / (E - d i) ^ 2)) E := by
    intro i _
    have h1 := (hasDerivAt_const E (w i)).fun_div ((hasDerivAt_id' E).sub_const (d i))
      (sub_pos.2 (hE i)).ne'
    exact h1.congr_deriv (by ring)
  have h2 := ((HasDerivAt.fun_sum h).const_add A).fun_sub (hasDerivAt_id' E)
  exact h2.congr_deriv (by rw [Finset.sum_neg_distrib]; unfold steepness; ring)
```

For $E,F$ above all $d_i$, each term exceeds its tangent by

$$\frac{w_i}{F-d_i}-\frac{w_i}{E-d_i}+\frac{w_i(F-E)}{(E-d_i)^2}=\frac{w_i(F-E)^2}{(F-d_i)(E-d_i)^2}\ge0 .$$

Summing gives $f(F)\ge f(E)-N(E)(F-E)$. In Lean, `field_simp` and `ring` verify the identity called `key`.

```lean
/-- For nonnegative weights and energies above all `dᵢ`, the secular function lies on or above
each of its tangents. -/
theorem tangent_le (hw : ∀ i, 0 ≤ w i) (hE : ∀ i, d i < E) (hF : ∀ i, d i < F) :
    secular A w d E - steepness w d E * (F - E) ≤ secular A w d F := by
  have h : ∑ i, (w i / (E - d i) - w i / (E - d i) ^ 2 * (F - E)) ≤ ∑ i, w i / (F - d i) := by
    refine Finset.sum_le_sum fun i _ => ?_
    have a := sub_pos.2 (hE i)
    have b := sub_pos.2 (hF i)
    have key : w i / (F - d i) - (w i / (E - d i) - w i / (E - d i) ^ 2 * (F - E)) =
        w i * (F - E) ^ 2 / ((F - d i) * (E - d i) ^ 2) := by
      have a' := a.ne'
      have b' := b.ne'
      field_simp
      ring
    have := div_nonneg (mul_nonneg (hw i) (sq_nonneg (F - E))) (mul_pos b (pow_pos a 2)).le
    linarith
  rw [Finset.sum_sub_distrib, ← Finset.sum_mul] at h
  unfold secular steepness
  linarith
```

If $F\ge E$, no fraction grows on going from $E$ to $F$, while $-E$ falls by $F-E$. Hence $f(F)\le f(E)-(F-E)$.

```lean
/-- For nonnegative weights, raising the energy from `E` to `F` above all `dᵢ` lowers the secular
function by at least `F - E`. -/
theorem secular_drop (hw : ∀ i, 0 ≤ w i) (hE : ∀ i, d i < E) (hEF : E ≤ F) :
    secular A w d F ≤ secular A w d E - (F - E) := by
  have h : ∑ i, w i / (F - d i) ≤ ∑ i, w i / (E - d i) := Finset.sum_le_sum fun i _ =>
    div_le_div_of_nonneg_left (hw i) (sub_pos.2 (hE i)) (by linarith)
  unfold secular
  linarith
```

This drop makes $f$ strictly decreasing. For convexity, take $z=ax+by$ with $a,b\ge0$ and $a+b=1$, where $x,y$ are now energies. Average the bounds from the tangent at $z$: the slope terms cancel because $a(x-z)+b(y-z)=0$, leaving $f(z)\le af(x)+bf(y)$.

```lean
/-- For nonnegative weights the secular function is convex and strictly decreasing on the
energies above all `dᵢ`. -/
theorem convex_and_strictAnti (hw : ∀ i, 0 ≤ w i) :
    ConvexOn ℝ {E | ∀ i, d i < E} (secular A w d) ∧
      StrictAntiOn (secular A w d) {E | ∀ i, d i < E} := by
  have hc : Convex ℝ {E : ℝ | ∀ i, d i < E} := by
    have : {E : ℝ | ∀ i, d i < E} = ⋂ i, Set.Ioi (d i) := by ext; simp
    rw [this]
    exact convex_iInter fun i => convex_Ioi _
  refine ⟨⟨hc, ?_⟩, ?_⟩
  · intro x hx y hy a b ha hb hab
    have hz := hc hx hy ha hb hab
    simp only [smul_eq_mul] at hz ⊢
    -- average the two tangent bounds at the intermediate energy
    have h1 := mul_le_mul_of_nonneg_left (tangent_le (A := A) hw hz hx) ha
    have h2 := mul_le_mul_of_nonneg_left (tangent_le (A := A) hw hz hy) hb
    refine le_trans (le_of_eq ?_) (add_le_add h1 h2)
    linear_combination (-(secular A w d (a * x + b * y)) -
      steepness w d (a * x + b * y) * (a * x + b * y)) * hab
  · intro x hx y _ hxy
    have := secular_drop (A := A) hw hx hxy.le
    linarith
```

**Q:** Newton's method can overshoot. Why not here?

**A:** Start where $f(E)\ge0$. The step is $E'=E+f(E)/N(E)\ge E$, and the tangent bound gives $f(E')\ge f(E)-N(E)(E'-E)=0$. The iterate stays above the $d_i$ and on the side where $f\ge0$.

```lean
/-- For nonnegative weights, a Newton step from an energy above all `dᵢ` with `f ≥ 0` does not
lower the energy and keeps `f ≥ 0`. -/
theorem newtonStep_safe (hw : ∀ i, 0 ≤ w i) (hE : ∀ i, d i < E) (h0 : 0 ≤ secular A w d E) :
    E ≤ newtonStep A w d E ∧ 0 ≤ secular A w d (newtonStep A w d E) := by
  have hN : 0 < steepness w d E := add_pos_of_pos_of_nonneg one_pos
    (Finset.sum_nonneg fun i _ => div_nonneg (hw i) (sq_nonneg _))
  have hs : newtonStep A w d E = E + secular A w d E / steepness w d E := by
    rw [newtonStep, (hasDerivAt_secular hE).deriv, div_neg, sub_neg_eq_add]
  have hle : E ≤ newtonStep A w d E := by
    rw [hs]
    linarith [div_nonneg h0 hN.le]
  refine ⟨hle, ?_⟩
  have ht := tangent_le (A := A) hw hE fun i => (hE i).trans_le hle
  have hz : steepness w d E * (newtonStep A w d E - E) = secular A w d E := by
    rw [hs, add_sub_cancel_left, mul_div_cancel₀ _ hN.ne']
  linarith
```

**Q:** Staying on the right side is not yet convergence.

**A:** Let $r$ be a root and $E_n$ the $n$th iterate. If $E_n\le r$, the drop from $E_n$ to $r$ gives $f(E_n)\ge r-E_n$; if $E_n>r$, the same bound holds because $f(E_n)\ge0$. Since $N$ never increases with energy above the levels, $N(E_n)\le N(E_0)$, so

$$r-E_{n+1}=r-E_n-\frac{f(E_n)}{N(E_n)}\le\left(1-\frac1{N(E_0)}\right)(r-E_n).$$

Induction on $n$ gives the stated geometric bound. It is a guarantee from the first step on, not the final rate: for $r$ above the levels $f'(r)\le-1$, so convergence close to $r$ is at least quadratic. The Lean induction carries $E_0\le E_n$ and $f(E_n)\ge0$ along with it.

```lean
/-- Let the weights be nonnegative, `E₀` lie above all `dᵢ`, `f(E₀) ≥ 0`, and `r` be a root of `f`.
Then `n` Newton steps leave `r` minus the iterate at most `(1 - 1/N)ⁿ (r - E₀)`, where
`N = 1 + ∑ wᵢ / (E₀ - dᵢ)²`. -/
theorem newton_error (hw : ∀ i, 0 ≤ w i) (hE₀ : ∀ i, d i < E₀) (h0 : 0 ≤ secular A w d E₀)
    (hroot : secular A w d r = 0) (n : ℕ) :
    r - (newtonStep A w d)^[n] E₀ ≤ (1 - 1 / steepness w d E₀) ^ n * (r - E₀) := by
  have hN : ∀ E, 1 ≤ steepness w d E := fun E => le_add_of_nonneg_right
    (Finset.sum_nonneg fun i _ => div_nonneg (hw i) (sq_nonneg _))
  have hq : 0 ≤ 1 - 1 / steepness w d E₀ :=
    sub_nonneg.2 ((div_le_one (one_pos.trans_le (hN E₀))).2 (hN E₀))
  have main : E₀ ≤ (newtonStep A w d)^[n] E₀ ∧ 0 ≤ secular A w d ((newtonStep A w d)^[n] E₀) ∧
      r - (newtonStep A w d)^[n] E₀ ≤ (1 - 1 / steepness w d E₀) ^ n * (r - E₀) := by
    induction n with
    | zero => simp [h0]
    | succ n ih =>
      rw [Function.iterate_succ_apply']
      generalize (newtonStep A w d)^[n] E₀ = E at ih ⊢
      obtain ⟨h1, h2, h3⟩ := ih
      have hE : ∀ i, d i < E := fun i => (hE₀ i).trans_le h1
      obtain ⟨h4, h5⟩ := newtonStep_safe hw hE h2
      refine ⟨h1.trans h4, h5, ?_⟩
      -- the slope is no steeper at `E` than at the starting energy
      have hmono : steepness w d E ≤ steepness w d E₀ := by
        have : ∑ i, w i / (E - d i) ^ 2 ≤ ∑ i, w i / (E₀ - d i) ^ 2 :=
          Finset.sum_le_sum fun i _ => div_le_div_of_nonneg_left (hw i)
            (pow_pos (sub_pos.2 (hE₀ i)) 2)
            (pow_le_pow_left₀ (sub_pos.2 (hE₀ i)).le (by linarith) 2)
        unfold steepness
        linarith
      have hgap : r - E ≤ secular A w d E := by
        rcases le_total E r with h | h
        · have := secular_drop (A := A) hw hE h
          linarith
        · linarith
      have hdiv := div_le_div₀ h2 hgap (one_pos.trans_le (hN E)) hmono
      have hs : newtonStep A w d E = E + secular A w d E / steepness w d E := by
        rw [newtonStep, (hasDerivAt_secular hE).deriv, div_neg, sub_neg_eq_add]
      calc r - newtonStep A w d E ≤ (r - E) - (r - E) / steepness w d E₀ := by
            rw [hs]; linarith
        _ = (1 - 1 / steepness w d E₀) * (r - E) := by ring
        _ ≤ (1 - 1 / steepness w d E₀) * ((1 - 1 / steepness w d E₀) ^ n * (r - E₀)) :=
            mul_le_mul_of_nonneg_left h3 hq
        _ = (1 - 1 / steepness w d E₀) ^ (n + 1) * (r - E₀) := by ring
  exact main.2.2
```

**Q:** Where does the root come from?

**A:** By the drop, $f(E_0+f(E_0))\le f(E_0)-f(E_0)=0$. The intermediate value theorem gives a root between $E_0$ and $E_0+f(E_0)$. If $f(\lambda)\ge0$ and $\lambda>r$, the drop would give $f(\lambda)\le-(\lambda-r)<0$, a contradiction; so $\lambda\le r$. Applying this to two roots in both orders gives uniqueness.

The theorem assumes $w_i\ge0$, $E_0$ above all $d_i$, and $f(E_0)\ge0$. Its conclusion lists the root, its uniqueness above the levels, `Monotone` iterates (they never decrease), their limit `Tendsto … (𝓝 r)`, and the bound on every $\lambda$, written `l`. The limit follows by squeezing the iterates between the geometric bound and $r$.

```lean
/-- Let the weights be nonnegative and `f(E₀) ≥ 0` at some `E₀` above all `dᵢ`. Then `f` has exactly
one root above all `dᵢ`, the Newton iterates from `E₀` never decrease and converge to it, and every
energy above all `dᵢ` with `f ≥ 0` lies at or below it. -/
theorem newton_converges_to_root (hw : ∀ i, 0 ≤ w i) (hE₀ : ∀ i, d i < E₀)
    (h0 : 0 ≤ secular A w d E₀) :
    ∃ r, (∀ i, d i < r) ∧ secular A w d r = 0 ∧
      (∀ s, (∀ i, d i < s) → secular A w d s = 0 → s = r) ∧
      Monotone (fun n : ℕ => (newtonStep A w d)^[n] E₀) ∧
      Tendsto (fun n : ℕ => (newtonStep A w d)^[n] E₀) atTop (𝓝 r) ∧
      ∀ l, (∀ i, d i < l) → 0 ≤ secular A w d l → l ≤ r := by
  -- `f` changes sign between `E₀` and `E₀ + f(E₀)`
  have hle : E₀ ≤ E₀ + secular A w d E₀ := by linarith
  have hend := secular_drop (A := A) hw hE₀ hle
  have hcont : ContinuousOn (secular A w d) (Set.Icc E₀ (E₀ + secular A w d E₀)) :=
    fun x hx => (hasDerivAt_secular fun i =>
      (hE₀ i).trans_le hx.1).continuousAt.continuousWithinAt
  obtain ⟨r, hrI, hroot⟩ := intermediate_value_Icc' hle hcont ⟨by linarith, h0⟩
  have hr : ∀ i, d i < r := fun i => (hE₀ i).trans_le hrI.1
  have hbelow : ∀ s t, (∀ i, d i < t) → secular A w d t = 0 → 0 ≤ secular A w d s → s ≤ t := by
    intro s t ht ht0 hs
    by_contra hlt
    have hts := not_le.1 hlt
    have := secular_drop (A := A) hw ht hts.le
    linarith
  have hinv : ∀ n : ℕ, E₀ ≤ (newtonStep A w d)^[n] E₀ ∧
      0 ≤ secular A w d ((newtonStep A w d)^[n] E₀) := by
    intro n
    induction n with
    | zero => exact ⟨le_rfl, h0⟩
    | succ n ih =>
      rw [Function.iterate_succ_apply']
      have h := newtonStep_safe hw (fun i => (hE₀ i).trans_le ih.1) ih.2
      exact ⟨ih.1.trans h.1, h.2⟩
  refine ⟨r, hr, hroot, fun s hs hs0 => le_antisymm (hbelow s r hr hroot hs0.ge)
    (hbelow r s hs hs0 hroot.ge), ?_, ?_, fun l _ hl => hbelow l r hr hroot hl⟩
  · refine monotone_nat_of_le_succ fun n => ?_
    rw [Function.iterate_succ_apply']
    exact (newtonStep_safe hw (fun i => (hE₀ i).trans_le (hinv n).1) (hinv n).2).1
  · -- squeeze the iterates between the geometric error bound and the root
    have hN : 1 ≤ steepness w d E₀ := le_add_of_nonneg_right
      (Finset.sum_nonneg fun i _ => div_nonneg (hw i) (sq_nonneg _))
    have hpos : 0 < steepness w d E₀ := one_pos.trans_le hN
    have hq := tendsto_pow_atTop_nhds_zero_of_lt_one
      (sub_nonneg.2 ((div_le_one hpos).2 hN)) (sub_lt_self 1 (one_div_pos.2 hpos))
    have hlow : Tendsto (fun n : ℕ => r - (1 - 1 / steepness w d E₀) ^ n * (r - E₀))
        atTop (𝓝 r) := by
      simpa using (hq.mul_const (r - E₀)).const_sub r
    refine tendsto_of_tendsto_of_tendsto_of_le_of_le hlow tendsto_const_nhds
      (fun n => ?_) (fun n => hbelow _ r hr hroot (hinv n).2)
    have := newton_error hw hE₀ h0 hroot n
    show r - (1 - 1 / steepness w d E₀) ^ n * (r - E₀) ≤ (newtonStep A w d)^[n] E₀
    linarith
```

**Q:** Must I search for a starting energy?

**A:** Not if $A$ lies above all $d_i$: then $f(A)=\sum_i w_i/(A-d_i)\ge0$, and $E_0=A$ will do.

```lean
/-- For nonnegative weights, if the large-component energy `A` lies above all `dᵢ`, the secular
function is nonnegative at `E = A`. -/
theorem secular_nonneg_at_large_energy (hw : ∀ i, 0 ≤ w i) (hA : ∀ i, d i < A) :
    0 ≤ secular A w d A := by
  have : 0 ≤ ∑ i, w i / (A - d i) :=
    Finset.sum_nonneg fun i _ => div_nonneg (hw i) (sub_pos.2 (hA i)).le
  unfold secular
  linarith

end

end SmallComponentElimination
```

```lean
#print axioms SmallComponentElimination.secular_eq_zero_iff
-- 'SmallComponentElimination.secular_eq_zero_iff' depends on axioms: [propext, Classical.choice, Quot.sound]
#print axioms SmallComponentElimination.convex_and_strictAnti
-- 'SmallComponentElimination.convex_and_strictAnti' depends on axioms: [propext, Classical.choice, Quot.sound]
#print axioms SmallComponentElimination.newton_converges_to_root
-- 'SmallComponentElimination.newton_converges_to_root' depends on axioms: [propext, Classical.choice, Quot.sound]
#print axioms SmallComponentElimination.secular_nonneg_at_large_energy
-- 'SmallComponentElimination.secular_nonneg_at_large_energy' depends on axioms: [propext, Classical.choice, Quot.sound]
```

**Q:** Show me a case I know.

**A:** With no small functions, $f(E)=A-E$, and one Newton step lands on $A$. For a free particle of mass $m$, momentum $p$ and fixed helicity, take $A=mc^2$, one level $d=-mc^2$ and $w=c^2p^2$. The root is $\sqrt{m^2c^4+c^2p^2}$. The first step from $A$ gives

$$mc^2+\frac{p^2/2m}{1+p^2/(4m^2c^2)},$$

which at small $p/mc$ contains the nonrelativistic kinetic energy and its correction $-p^4/(8m^3c^2)$.

**Q:** And if a weight were negative?

**A:** Uniqueness can then fail. With $A=3$, $d=0$, $w=-1$, we have $f(1)=1$, but $f$ has two positive roots, $(3\pm\sqrt5)/2$. Weights of the form $|b_i|^2$ exclude this.

**Q:** So is this the minimax principle for the Dirac–Coulomb atom?

**A:** No. That principle also minimises over all large functions, for the full operator; here one large function is fixed and the basis is finite. Four-component codes usually diagonalise the whole matrix instead. What the result gives is a way to solve the eliminated equation for one such function: within this finite model, any trial energy above the $d_i$ with $f\ge0$ is a lower bound to the level and a safe start for Newton's method.
